# The inverse squares of the positive odd integers sum to π²/8

The declaration states that the series with terms (1/(2k + 1))², for k = 0, 1, 2, …, converges to π²/8. This is a statement about real numbers alone: it contains no Hamiltonian, state or other physical model, and so makes no physical assumptions. The attempt starts from the sum of all inverse squares, π²/6, and finds that the even terms contribute a quarter of it, π²/24. Subtracting them leaves the odd terms, and a last step rewrites these in the form the statement uses.

The failing Lean file:

```lean
import Mathlib

open Real Filter Topology

namespace BoxSumRule

noncomputable section

/-- The inverse squares of the odd numbers sum to `π ^ 2 / 8`. -/
theorem hasSum_odd_inverse_squares :
    HasSum (fun k : ℕ => (1 / (2 * (k : ℝ) + 1)) ^ 2) (π ^ 2 / 8) := by
  have hz := hasSum_zeta_two
  have he : HasSum (fun k : ℕ => 1 / ((2 * k : ℕ) : ℝ) ^ 2) (π ^ 2 / 24) := by
    convert hz.mul_left (1 / 4) using 1
    · funext k
      push_cast
      ring
    · ring
  have ho : Summable (fun k : ℕ => 1 / ((2 * k + 1 : ℕ) : ℝ) ^ 2) :=
    hz.summable.comp_injective (i := fun k : ℕ => 2 * k + 1) (fun a b h => by simpa using h)
  -- remove the even terms from the Basel sum
  have hs := (HasSum.even_add_odd (f := fun n : ℕ => 1 / (n : ℝ) ^ 2) he ho.hasSum).unique hz
  have hv : ∑' k : ℕ, 1 / ((2 * k + 1 : ℕ) : ℝ) ^ 2 = π ^ 2 / 8 := by linarith
  have h := ho.hasSum
  rw [hv] at h
  have e : (fun k : ℕ => (1 / (2 * (k : ℝ) + 1)) ^ 2) =
      fun k : ℕ => 1 / ((2 * k + 1 : ℕ) : ℝ) ^ 2 := by
    funext k
    push_cast
    ring
  rw [e]
  exact h

end

end BoxSumRule
```

The error:

```
Main.lean:15:6: error: Tactic `apply` failed: could not unify the conclusion of `@funext`
  ?f = ?g
with the goal
  instAddCommMonoid =
    CommRing.toNonUnitalCommRing.toNonUnitalNonAssocCommRing.toNonUnitalNonAssocSemiring.toAddCommMonoid

Note: The full type of `@funext` is
  ∀ {α : Sort ?u.93} {β : α → Sort ?u.92} {f g : (x : α) → β x}, (∀ (x : α), f x = g x) → f = g

case e'_3
hz : HasSum (fun n => 1 / ↑n ^ 2) (π ^ 2 / 6)
⊢ instAddCommMonoid =
    CommRing.toNonUnitalCommRing.toNonUnitalNonAssocCommRing.toNonUnitalNonAssocSemiring.toAddCommMonoid
Try this:
  [apply] ring_nf
  
  The `ring` tactic failed to close the goal. Use `ring_nf` to obtain a normal form.
    
  Note that `ring` works primarily in *commutative* rings. If you have a noncommutative ring, abelian group or module, consider using `noncomm_ring`, `abel` or `module` instead.
Main.lean:18:4: error: unsolved goals
case e'_5
hz : HasSum (fun n => 1 / ↑n ^ 2) (π ^ 2 / 6)
⊢ (fun k => (↑(k * 2))⁻¹ ^ 2) = fun i => (↑i)⁻¹ ^ 2 * (1 / 4)
Main.lean:13:76: error: unsolved goals
case e'_6
hz : HasSum (fun n => 1 / ↑n ^ 2) (π ^ 2 / 6)
⊢ π ^ 2 / 24 = 1 / 4 * (π ^ 2 / 6)
Try this:
  [apply] ring_nf
  
  The `ring` tactic failed to close the goal. Use `ring_nf` to obtain a normal form.
    
  Note that `ring` works primarily in *commutative* rings. If you have a noncommutative ring, abelian group or module, consider using `noncomm_ring`, `abel` or `module` instead.
Main.lean:27:52: error: unsolved goals
hz : HasSum (fun n => 1 / ↑n ^ 2) (π ^ 2 / 6)
he : HasSum (fun k => 1 / ↑(2 * k) ^ 2) (π ^ 2 / 24)
ho : Summable fun k => 1 / ↑(2 * k + 1) ^ 2
hs : π ^ 2 / 24 + ∑' (b : ℕ), 1 / ↑(2 * b + 1) ^ 2 = π ^ 2 / 6
hv : ∑' (k : ℕ), 1 / ↑(2 * k + 1) ^ 2 = π ^ 2 / 8
h : HasSum (fun k => 1 / ↑(2 * k + 1) ^ 2) (π ^ 2 / 8)
k : ℕ
⊢ (1 + ↑k * 2)⁻¹ ^ 2 = (1 + ↑k * 4 + ↑k ^ 2 * 4)⁻¹
```

Diagnosis. There are two separate failures. In `he`, `convert` left three goals, not the expected two. The extra one, which came first, equates two additive structures on the reals: the one in the target and the one `hz.mul_left` reaches through the ring structure. So `funext` met an equation that is not between functions, the second bullet's `ring` met the equation between functions, and the equation between values was left with no tactic. The repair proves the function equation as `e1`, rewrites with it and with the value equation, and closes with `exact`, which accepts the two structures as equal by definition.

In `e`, `ring` expanded the square inside the inverse on the right but kept the square outside the inverse on the left. It does not relate the inverse of a sum to the inverse of its expanded square, so the two sides never matched. The repair uses `div_pow` and `one_pow` to turn the left side into the right without expanding anything. The new `hk` only handles the cast, which `push_cast` had already managed.

The mended proof, as a diff:

```diff
@@ -12,9 +12,11 @@
   have hz := hasSum_zeta_two
   have he : HasSum (fun k : ℕ => 1 / ((2 * k : ℕ) : ℝ) ^ 2) (π ^ 2 / 24) := by
-    convert hz.mul_left (1 / 4) using 1
-    · funext k
+    have e1 : (fun k : ℕ => 1 / ((2 * k : ℕ) : ℝ) ^ 2) =
+        fun k : ℕ => (1 / 4 : ℝ) * (1 / (k : ℝ) ^ 2) := by
+      funext k
       push_cast
       ring
-    · ring
+    rw [e1, show π ^ 2 / 24 = 1 / 4 * (π ^ 2 / 6) by ring]
+    exact hz.mul_left (1 / 4)
   have ho : Summable (fun k : ℕ => 1 / ((2 * k + 1 : ℕ) : ℝ) ^ 2) :=
     hz.summable.comp_injective (i := fun k : ℕ => 2 * k + 1) (fun a b h => by simpa using h)
@@ -27,6 +29,6 @@
       fun k : ℕ => 1 / ((2 * k + 1 : ℕ) : ℝ) ^ 2 := by
     funext k
-    push_cast
-    ring
+    have hk : ((2 * k + 1 : ℕ) : ℝ) = 2 * (k : ℝ) + 1 := by norm_num
+    rw [hk, div_pow, one_pow]
   rw [e]
   exact h
```
